# A product of factors, neither identically zero, solves the H₂⁺ sigma equation exactly when the factors solve the radial and angular equations with a common constant

An electron moves in the field of two protons held fixed at distance \(R\). With \(r_1, r_2\) its distances from the protons, I use \(\xi=(r_1+r_2)/R\) and \(\eta=(r_1-r_2)/R\). In atomic units, a sigma state \(\psi(\xi,\eta)\) of electronic energy \(E\) then obeys

\[
\partial_\xi\big((\xi^2-1)\partial_\xi\psi\big)+\partial_\eta\big((1-\eta^2)\partial_\eta\psi\big)+\Big(2R\xi+\tfrac{ER^2}{2}(\xi^2-\eta^2)\Big)\psi=0 .
\]

I was taught to put \(\psi=X(\xi)Y(\eta)\), divide by \(XY\), and conclude that both sides equal a constant \(A\). But excited states have nodes, where that division fails. Can the equivalence be made rigorous, in both directions, and machine-checked?

## Yes: the constant can be read off where \(Y\) is nonzero

Insert the product and collect the terms in \(\xi\) and in \(\eta\):

\[
u(\xi)Y(\eta)+X(\xi)v(\eta)=0,
\]
\[
u=((\xi^2-1)X')'+\Big(2R\xi+\tfrac{ER^2\xi^2}{2}\Big)X,\qquad
v=((1-\eta^2)Y')'-\tfrac{ER^2\eta^2}{2}Y .
\]

Choose \(\eta_0\) with \(Y(\eta_0)\neq0\) and set \(A=-v(\eta_0)/Y(\eta_0)\). The identity at \(\eta_0\) gives \(u=AX\) for every \(\xi>1\), nodes included. Now choose \(\xi_0\) with \(X(\xi_0)\neq0\). The identity at \(\xi_0\) reads \(X(\xi_0)\,(AY(\eta)+v(\eta))=0\), so \(v=-AY\) for every \(|\eta|<1\). These are the two ordinary equations:

\[
((\xi^2-1)X')'+\Big(2R\xi+\tfrac{ER^2\xi^2}{2}-A\Big)X=0,\qquad
((1-\eta^2)Y')'+\Big(A-\tfrac{ER^2\eta^2}{2}\Big)Y=0 .
\]

Conversely, multiply the first by \(Y\) and the second by \(X\) and add: \(A\) cancels and the sigma equation returns.

For a numerical instance, take \(R=1\), \(E=-2\), \(X=e^{-\xi}\). Then \(((\xi^2-1)X')'=(\xi^2-1-2\xi)X\), and the potential factor in \(u\) is \(2\xi-\xi^2\). The two factors add up to \(u/X=-1\) at every \(\xi\): for instance \(-1+0\) at \(\xi=2\) and \(2-3\) at \(\xi=3\). So \(A=-1\), and \(Y\) must satisfy \(((1-\eta^2)Y')'=(1-\eta^2)Y\). This illustrates the algebra only, not a physical state of the ion: every nonzero solution \(Y\) diverges at \(\eta=1\) or \(\eta=-1\).

```lean
import Mathlib

namespace ProlateSeparation

/-- Both `f` and Lean's `deriv f` (set to zero wherever `f` has no derivative) are differentiable at
`x`. Required at every point of an open interval, this is ordinary twice differentiability. -/
def TwiceDiffAt (f : ℝ → ℝ) (x : ℝ) : Prop :=
  DifferentiableAt ℝ f x ∧ DifferentiableAt ℝ (deriv f) x

/-- The kinetic operator `(p f')'` along one coordinate, with metric weight `p`. -/
noncomputable def sturm (p f : ℝ → ℝ) (x : ℝ) : ℝ :=
  deriv (fun s => p s * deriv f s) x

/-- `ψ(ξ, η)` is twice differentiable in each variable separately and satisfies, at every point with
`ξ > 1` and `|η| < 1`, the H2+ equation for sigma states in prolate spheroidal coordinates, at
internuclear distance `R` and electronic energy `E`. -/
def SolvesSigma (R E : ℝ) (ψ : ℝ → ℝ → ℝ) : Prop :=
  ∀ ξ η : ℝ, 1 < ξ → |η| < 1 →
    TwiceDiffAt (fun s => ψ s η) ξ ∧ TwiceDiffAt (fun t => ψ ξ t) η ∧
    sturm (fun s => s ^ 2 - 1) (fun s => ψ s η) ξ
      + sturm (fun t => 1 - t ^ 2) (fun t => ψ ξ t) η
      + (2 * R * ξ + E * R ^ 2 * (ξ ^ 2 - η ^ 2) / 2) * ψ ξ η = 0

/-- `X` is a classical solution of the radial equation on `ξ > 1` with separation constant `A`. -/
def SolvesRadial (R E A : ℝ) (X : ℝ → ℝ) : Prop :=
  ∀ ξ : ℝ, 1 < ξ → TwiceDiffAt X ξ ∧
    sturm (fun s => s ^ 2 - 1) X ξ + (2 * R * ξ + E * R ^ 2 * ξ ^ 2 / 2 - A) * X ξ = 0

/-- `Y` is a classical solution of the angular equation on `|η| < 1` with separation
constant `A`. -/
def SolvesAngular (R E A : ℝ) (Y : ℝ → ℝ) : Prop :=
  ∀ η : ℝ, |η| < 1 → TwiceDiffAt Y η ∧
    sturm (fun t => 1 - t ^ 2) Y η + (A - E * R ^ 2 * η ^ 2 / 2) * Y η = 0

/-- A constant multiple of a twice differentiable function is twice differentiable. -/
theorem TwiceDiffAt.scale {f g : ℝ → ℝ} {c x : ℝ} (h : TwiceDiffAt f x)
    (hg : ∀ s, g s = c * f s) : TwiceDiffAt g x := by
  obtain rfl : g = fun s => c * f s := funext hg
  refine ⟨h.1.const_mul c, ?_⟩
  have e : deriv (fun s => c * f s) = fun s => c * deriv f s :=
    funext fun s => deriv_const_mul_field c
  rw [e]
  exact h.2.const_mul c

/-- A constant factor passes through the kinetic operator. -/
theorem sturm_scale (p : ℝ → ℝ) {f g : ℝ → ℝ} {c : ℝ} (x : ℝ)
    (hg : ∀ s, g s = c * f s) : sturm p g x = c * sturm p f x := by
  obtain rfl : g = fun s => c * f s := funext hg
  have e : (fun s => p s * deriv (fun t => c * f t) s)
      = fun s => c * (p s * deriv f s) := by
    funext s
    rw [deriv_const_mul_field]
    ring
  unfold sturm
  rw [e, deriv_const_mul_field]

/-- For a twice differentiable function the kinetic operator expands as
`(p f')' = p' f' + p f''`. -/
theorem sturm_expand {p f : ℝ → ℝ} {p' x : ℝ} (hp : HasDerivAt p p' x)
    (hf : TwiceDiffAt f x) :
    sturm p f x = p' * deriv f x + p x * deriv (deriv f) x :=
  (hp.fun_mul hf.2.hasDerivAt).deriv

/-- Separation of variables: if `u(x) Y(y) + X(x) v(y) = 0` on a product domain and neither `X`
nor `Y` vanishes identically, then `u = A X` and `v = -A Y` with one constant `A`. -/
theorem separation {S T : Set ℝ} {u X v Y : ℝ → ℝ}
    (hX : ∃ x ∈ S, X x ≠ 0) (hY : ∃ y ∈ T, Y y ≠ 0)
    (h : ∀ x ∈ S, ∀ y ∈ T, u x * Y y + X x * v y = 0) :
    ∃ A : ℝ, (∀ x ∈ S, u x = A * X x) ∧ ∀ y ∈ T, v y = -A * Y y := by
  obtain ⟨x₀, hx₀, hX₀⟩ := hX
  obtain ⟨y₀, hy₀, hY₀⟩ := hY
  -- the constant is read off at a point where `Y` does not vanish
  have hu : ∀ x ∈ S, u x = -v y₀ / Y y₀ * X x := by
    intro x hx
    field_simp
    linear_combination h x hx y₀ hy₀
  refine ⟨-v y₀ / Y y₀, hu, fun y hy => ?_⟩
  have h1 := h x₀ hx₀ y hy
  rw [hu x₀ hx₀] at h1
  apply mul_left_cancel₀ hX₀
  linear_combination h1

/-- Separation of the H2+ sigma equation: a product `X(ξ) Y(η)` of factors that do not vanish
identically is a solution iff, for some constant `A`, `X` solves the radial and `Y` the angular
equation. -/
theorem solvesSigma_product_iff (R E : ℝ) {X Y : ℝ → ℝ}
    (hX : ∃ ξ, 1 < ξ ∧ X ξ ≠ 0) (hY : ∃ η, |η| < 1 ∧ Y η ≠ 0) :
    SolvesSigma R E (fun ξ η => X ξ * Y η) ↔
      ∃ A : ℝ, SolvesRadial R E A X ∧ SolvesAngular R E A Y := by
  -- the kinetic operators act on one factor each
  have ex : ∀ ξ η, sturm (fun s => s ^ 2 - 1) (fun s => X s * Y η) ξ
      = Y η * sturm (fun s => s ^ 2 - 1) X ξ :=
    fun ξ η => sturm_scale _ ξ (fun s => mul_comm (X s) (Y η))
  have ey : ∀ ξ η, sturm (fun t => 1 - t ^ 2) (fun t => X ξ * Y t) η
      = X ξ * sturm (fun t => 1 - t ^ 2) Y η :=
    fun ξ η => sturm_scale _ η (fun _ => rfl)
  constructor
  · intro h
    have key : ∀ ξ ∈ Set.Ioi (1 : ℝ), ∀ η ∈ {η : ℝ | |η| < 1},
        (sturm (fun s => s ^ 2 - 1) X ξ + (2 * R * ξ + E * R ^ 2 * ξ ^ 2 / 2) * X ξ) * Y η
        + X ξ * (sturm (fun t => 1 - t ^ 2) Y η - E * R ^ 2 * η ^ 2 / 2 * Y η) = 0 := by
      intro ξ h1 η h2
      have h3 : sturm (fun s => s ^ 2 - 1) (fun s => X s * Y η) ξ
          + sturm (fun t => 1 - t ^ 2) (fun t => X ξ * Y t) η
          + (2 * R * ξ + E * R ^ 2 * (ξ ^ 2 - η ^ 2) / 2) * (X ξ * Y η) = 0 :=
        (h ξ η h1 h2).2.2
      rw [ex, ey] at h3
      linear_combination h3
    obtain ⟨A, hu, hv⟩ := separation
      (u := fun ξ => sturm (fun s => s ^ 2 - 1) X ξ
        + (2 * R * ξ + E * R ^ 2 * ξ ^ 2 / 2) * X ξ)
      (v := fun η => sturm (fun t => 1 - t ^ 2) Y η - E * R ^ 2 * η ^ 2 / 2 * Y η)
      hX hY key

    obtain ⟨ξ₀, hξ₀, hX₀⟩ := hX
    obtain ⟨η₀, hη₀, hY₀⟩ := hY
    -- each factor inherits its regularity from a slice of the product
    refine ⟨A, fun ξ hξ => ⟨?_, ?_⟩, fun η hη => ⟨?_, ?_⟩⟩
    · refine (h ξ η₀ hξ hη₀).1.scale (c := (Y η₀)⁻¹) (fun s => ?_)
      field_simp
    · linear_combination hu ξ hξ
    · refine (h ξ₀ η hξ₀ hη).2.1.scale (c := (X ξ₀)⁻¹) (fun t => ?_)
      field_simp
    · linear_combination hv η hη
  · rintro ⟨A, hr, ha⟩ ξ η hξ hη
    refine ⟨(hr ξ hξ).1.scale (fun s => mul_comm (X s) (Y η)),
      (ha η hη).1.scale (fun _ => rfl), ?_⟩
    rw [ex, ey]
    linear_combination Y η * (hr ξ hξ).2 + X ξ * (ha η hη).2

/-- A radial factor that does not vanish identically belongs to only one separation constant. -/
theorem separation_constant_unique {R E A B : ℝ} {X : ℝ → ℝ}
    (hX : ∃ ξ, 1 < ξ ∧ X ξ ≠ 0)
    (hA : SolvesRadial R E A X) (hB : SolvesRadial R E B X) : A = B := by
  obtain ⟨ξ, hξ, hne⟩ := hX
  apply mul_right_cancel₀ hne
  linear_combination (hB ξ hξ).2 - (hA ξ hξ).2

/-- The condition that `Y` is not identically zero cannot be dropped from the equivalence: for `R ≠
0` the product of `X = 1` and `Y = 0` solves the sigma equation, but no constant `A` makes both
factors solve their equations. -/
theorem zero_factor_not_separable {R : ℝ} (E : ℝ) (hR : R ≠ 0) :
    SolvesSigma R E (fun _ _ => (1 : ℝ) * 0) ∧
      ¬ ∃ A : ℝ, SolvesRadial R E A (fun _ => 1) ∧ SolvesAngular R E A (fun _ => 0) := by
  constructor
  · intro ξ η _ _
    simp [TwiceDiffAt, sturm]
  · rintro ⟨A, h, -⟩
    have e : ∀ ξ : ℝ, 1 < ξ → 2 * R * ξ + E * R ^ 2 * ξ ^ 2 / 2 - A = 0 := by
      intro ξ hξ
      have z : sturm (fun s => s ^ 2 - 1) (fun _ => (1 : ℝ)) ξ = 0 := by
        simp [sturm]
      have h1 : sturm (fun s => s ^ 2 - 1) (fun _ => (1 : ℝ)) ξ
          + (2 * R * ξ + E * R ^ 2 * ξ ^ 2 / 2 - A) * 1 = 0 := (h ξ hξ).2
      rw [z] at h1
      linear_combination h1
    -- three points already exclude a constant potential term
    apply hR
    linear_combination (-7 / 4) * e 2 (by norm_num) + 3 * e 3 (by norm_num)
      - (5 / 4) * e 4 (by norm_num)

end ProlateSeparation
```

```lean
#print axioms ProlateSeparation.sturm_expand
#print axioms ProlateSeparation.solvesSigma_product_iff
#print axioms ProlateSeparation.separation_constant_unique
#print axioms ProlateSeparation.zero_factor_not_separable
```

```
'ProlateSeparation.sturm_expand' depends on axioms: [propext, Classical.choice, Quot.sound]
'ProlateSeparation.solvesSigma_product_iff' depends on axioms: [propext, Classical.choice, Quot.sound]
'ProlateSeparation.separation_constant_unique' depends on axioms: [propext, Classical.choice, Quot.sound]
'ProlateSeparation.zero_factor_not_separable' depends on axioms: [propext, Classical.choice, Quot.sound]
```

### What the definitions say about the ion

`sturm p f` is \((pf')'\), with \(p\) the metric weight. The code calls it the kinetic operator, but it lacks the sign and prefactor of the kinetic energy: for a sigma state, \(-\tfrac12\nabla^2\psi\) is the sum of the two such terms times \(-2/(R^2(\xi^2-\eta^2))\). `SolvesSigma`, `SolvesRadial` and `SolvesAngular` state the three equations at every point with \(\xi>1\), \(|\eta|<1\), or both. Each also demands `TwiceDiffAt`, because Lean's `deriv` returns zero where no derivative exists, and such a value must not count towards a solution.

The main theorem, `solvesSigma_product_iff`, takes real functions \(X\) and \(Y\), each nonzero somewhere in its domain, and any real \(R\) and \(E\); physically \(R>0\). It imposes no regularity at \(\eta=\pm1\) or \(\xi=1\), no decay and no normalisation, so it does not select bound states or quantise \(E\). Nor does it say that every solution is a product. For this one-electron ion with fixed nuclei, it lets product states be sought through two one-dimensional equations coupled by \(E\) and \(A\).

Another model would assume \(X\) and \(Y\) twice differentiable from the start and keep only the equations in the predicates. The equivalence would still hold, but it would no longer show that the factors inherit their smoothness from the product.

### How the proof follows the calculation

`TwiceDiffAt.scale` and `sturm_scale` handle constant factors: at fixed \(\eta\), the product is \(X\) times the number \(Y(\eta)\). `separation` is the two-point argument above, on arbitrary sets.

In the forward direction, `key` is the grouped identity, and `separation` supplies \(A\). Smoothness comes from slices: \(X(\xi)=\psi(\xi,\eta_0)/Y(\eta_0)\), and likewise for \(Y\) at \(\xi_0\). The last `linear_combination` is the converse, with multipliers \(Y\) and \(X\).

Three further results complete the picture:

- `sturm_expand` gives \((pf')'=p'f'+pf''\) for twice differentiable \(f\) and differentiable \(p\); the main proof does not need it.
- `separation_constant_unique` subtracts two radial equations for the same \(X\) at a point where \(X\neq0\), which forces the constants to agree.
- `zero_factor_not_separable` shows that the hypothesis on \(Y\) cannot be dropped. For \(R\neq0\), \(X=1\) and \(Y=0\) give a solving product, but the radial equation would make \(2R\xi+ER^2\xi^2/2\) constant. Its values at \(\xi=2,3,4\), weighted by \(-7/4,\,3,\,-5/4\), eliminate \(A\) and \(E\) and leave \(R=0\).
